# Differential capacitance of the Gouy–Chapman–Stern double layer: series formula and sharp bounds

Let $L > 0$ be the reduced thickness of a Stern layer and $V$ any real reduced electrode potential, measured from the point of zero charge. Then the equation $u + 2L\sinh(u/2) = V$ has exactly one solution $u(V)$, the potential drop across the diffuse layer. The reduced electrode charge $\sigma = 2\sinh(u(V)/2)$ is differentiable in $V$, with

$$\frac{d\sigma}{dV} = C(V) = \frac{1}{L + 1/\cosh(u(V)/2)}, \qquad \frac{1}{1+L} \le C(V) < \frac{1}{L}.$$

The lower bound is attained exactly at $V = 0$, and the upper bound is the limit of $C(V)$ as $V \to \pm\infty$. The charge relation $\sigma = 2\sinh(u/2)$ and the linear Stern drop $L\sigma$ are taken as definitions of the model; what is proved is what follows from them. The curve $C(V)$ can serve as a mean-field reference beside a differential capacitance computed by molecular simulation or by an electronic-structure calculation with a continuum electrolyte, within the restriction to point ions of a symmetric salt, a planar electrode and a one-parameter Stern layer.

```lean
import Mathlib

open Real Filter Topology

namespace GouyChapmanStern

noncomputable section
```

## Charge and capacitance of the diffuse layer

A planar electrode faces a symmetric electrolyte with ion charges $\pm ze$, bulk number density $n_0$ of each species, permittivity $\varepsilon$ and thermal energy $k_BT$. Potentials are measured in units of $k_BT/ze$ relative to the bulk solution, lengths in Debye lengths $\lambda_D = (\varepsilon k_BT/2z^2e^2n_0)^{1/2}$, charge per area in $\varepsilon k_BT/(ze\lambda_D)$ and capacitance per area in $\varepsilon/\lambda_D$.

Let $x \ge 0$ be the distance from the plane of closest approach of the ions and $\psi(x)$ the reduced potential, with $\psi(0) = u$. The Poisson–Boltzmann equation in these units is $\psi'' = \sinh\psi$. Multiplying by $\psi'$ and integrating in from the bulk, where $\psi$ and $\psi'$ vanish, gives

$$\tfrac12\psi'^2 = \cosh\psi - 1 = 2\sinh^2(\psi/2).$$

The decaying branch is $\psi' = -2\sinh(\psi/2)$, and Gauss's law gives the charge behind the plane $x = 0$ as $\sigma = -\psi'(0) = 2\sinh(u/2)$. This integration and the numerical cases further down are supporting arguments in ordinary mathematics that were not put through Lean. The code starts from the end formula, as the function `diffuseCharge`. Its sign is that of $u$, so it is the charge on the electrode that the ions screen; the ions themselves carry $-\sigma$.

```lean
/-- Reduced electrode charge `σ(u) = 2 sinh(u/2)` screened by a diffuse layer with reduced potential
drop `u`. -/
def diffuseCharge (u : ℝ) : ℝ := 2 * sinh (u / 2)
```

The capacitance of the diffuse layer alone is given its own name, $c(u) = \cosh(u/2)$. At this point `diffuseCapacitance` is only a formula, and a theorem below identifies it with $d\sigma/du$.

```lean
/-- Reduced capacitance `cosh(u/2)` of the diffuse layer at potential drop `u`. -/
def diffuseCapacitance (u : ℝ) : ℝ := cosh (u / 2)
```

## The Stern layer and the electrode potential

Between the electrode and the plane $x = 0$ lies a charge-free slab of thickness $d$ and permittivity $\varepsilon_S$. The field in it is uniform and proportional to the electrode charge, so the reduced potential drop across it is $L\sigma$ with $L = (d/\lambda_D)(\varepsilon/\varepsilon_S)$. The thickness $d$ stands for the finite distance to which solvated ions can approach the surface, and $1/L$ is the reduced capacitance of the slab. The electrode potential is the sum of the two drops,

$$\Phi_L(u) = u + L\,\sigma(u) = u + 2L\sinh(u/2).$$

Since $\Phi_L(0) = 0$ and $\sigma(0) = 0$, the zero of the electrode potential is the point of zero charge.

```lean
/-- Electrode potential `u + L σ(u)`: the diffuse drop plus the drop across a Stern layer
of reduced thickness `L`. -/
def totalPotential (L u : ℝ) : ℝ := u + L * diffuseCharge u
```

The controlled variable is $V$, so $\Phi_L$ has to be inverted. Mathlib's `Function.invFun` returns, for a given $V$, a chosen preimage whenever one exists. The definition of `diffusePotential L V` therefore says nothing yet about which number it is; the existence and uniqueness theorems below pin it down as $u(V)$ for $L \ge 0$.

```lean
/-- The diffuse-layer potential `u(V)`, defined by `Function.invFun` as a chosen preimage of `V`
under `u ↦ u + L σ(u)` when one exists. -/
def diffusePotential (L V : ℝ) : ℝ := Function.invFun (totalPotential L) V
```

The charge as a function of the electrode potential is the composition $\sigma(u(V))$.

```lean
/-- The reduced charge `σ(u(V))` as a function of the electrode potential `V`. -/
def electrodeCharge (L V : ℝ) : ℝ := diffuseCharge (diffusePotential L V)
```

Two capacitors $1/L$ and $c$ in series have inverse capacitance $L + 1/c$. The candidate for the differential capacitance, $C(V) = 1/(L + 1/c(u(V)))$, is again introduced as a formula and proved later to be the derivative of `electrodeCharge L`.

```lean
/-- The series combination `1 / (L + 1 / cosh(u(V)/2))` of Stern and diffuse layers. -/
def gcsCapacitance (L V : ℝ) : ℝ := 1 / (L + 1 / diffuseCapacitance (diffusePotential L V))
```

All objects are real numbers and real functions, and $L$ is a constant, independent of $V$. The profile $\psi(x)$ does not appear. Asymmetric salts, finite ion size in the diffuse layer, ion correlations, specific adsorption, a field-dependent permittivity, curved electrodes and time dependence are not described.

## The diffuse capacitance as a derivative

By the chain rule,

$$\frac{d\sigma}{du} = 2\cdot\cosh(u/2)\cdot\tfrac12 = \cosh(u/2) = c(u).$$

The statement `HasDerivAt diffuseCharge (diffuseCapacitance u) u` says that $\sigma$ is differentiable at $u$ with derivative $c(u)$. The term `h` follows the order of the chain rule, from $u$ to $u/2$, then $\sinh$, then the factor 2, and `ring` cancels the two factors.

```lean
/-- The derivative of `σ(u) = 2 sinh(u/2)` in the diffuse potential `u` is `cosh(u/2)`. -/
theorem hasDerivAt_diffuseCharge (u : ℝ) :
    HasDerivAt diffuseCharge (diffuseCapacitance u) u := by
  have h := (((hasDerivAt_id' u).div_const 2).sinh).const_mul 2
  exact h.congr_deriv (by unfold diffuseCapacitance; ring)
```

## One diffuse potential for each electrode potential

Take $L \ge 0$ and $a < b$. Then $\sinh(a/2) < \sinh(b/2)$, and multiplying by $L \ge 0$ gives $L\sinh(a/2) \le L\sinh(b/2)$. Adding twice this to $a < b$ gives $\Phi_L(a) < \Phi_L(b)$. The strictness comes from the term $u$, so $L = 0$ is allowed. In the proof `h` and `h2` are the two inequalities and `linarith` adds them.

```lean
/-- For `L ≥ 0` the electrode potential increases strictly with the diffuse potential. -/
theorem totalPotential_strictMono {L : ℝ} (hL : 0 ≤ L) : StrictMono (totalPotential L) := by
  intro a b hab
  have h : sinh (a / 2) < sinh (b / 2) := Real.sinh_lt_sinh.2 (by linarith)
  have h2 := mul_le_mul_of_nonneg_left h.le hL
  unfold totalPotential diffuseCharge
  linarith
```

For existence, the Stern drop has the sign of $u$, so the solution should satisfy $|u| \le |V|$. Indeed

$$\Phi_L(-|V|) = -|V| + 2L\sinh(-|V|/2) \le -|V| \le V \le |V| \le |V| + 2L\sinh(|V|/2) = \Phi_L(|V|).$$

These are `hlo` and `hhi`. Since $\Phi_L$ is continuous (`hc`), the intermediate value theorem `intermediate_value_Icc` on $[-|V|, |V|]$ gives a $u$ with $\Phi_L(u) = V$. At $V = 0$ the interval is the single point $0$, which is the solution. A strictly increasing function is injective, so any other solution $w$ equals $u$. The symbol `∃!` reads "there is exactly one".

```lean
/-- For `L ≥ 0` and every `V` the equation `u + 2 L sinh(u/2) = V` has exactly one solution. -/
theorem existsUnique_diffusePotential {L : ℝ} (hL : 0 ≤ L) (V : ℝ) :
    ∃! u : ℝ, totalPotential L u = V := by
  have hc : Continuous (totalPotential L) := by
    unfold totalPotential diffuseCharge
    fun_prop
  have h0 := abs_nonneg V
  -- the solution is bracketed by `-|V|` and `|V|`
  have hlo : totalPotential L (-|V|) ≤ V := by
    have h : sinh (-|V| / 2) ≤ 0 := Real.sinh_nonpos_iff.2 (by linarith)
    have h2 := mul_le_mul_of_nonneg_left h hL
    have h3 := neg_abs_le V
    unfold totalPotential diffuseCharge
    linarith
  have hhi : V ≤ totalPotential L |V| := by
    have h : 0 ≤ sinh (|V| / 2) := Real.sinh_nonneg_iff.2 (by linarith)
    have h2 := mul_nonneg hL h
    have h3 := le_abs_self V
    unfold totalPotential diffuseCharge
    linarith
  have hle : -|V| ≤ |V| := by linarith
  obtain ⟨u, -, hu⟩ := intermediate_value_Icc hle hc.continuousOn ⟨hlo, hhi⟩
  exact ⟨u, hu, fun w hw => (totalPotential_strictMono hL).injective (hw.trans hu.symm)⟩
```

The sign condition on $L$ cannot simply be dropped from the uniqueness statement, as the following negative value shows; it corresponds to no slab of positive thickness and permittivity and only tests the hypothesis. Take $L = -\tfrac12$, so that $\Phi_L(u) = u - \sinh(u/2)$, and $V = 0$. One solution is $u = 0$. But $\Phi_L(2) = 2 - \sinh 1 \approx 0.82$ and $\Phi_L(6) = 6 - \sinh 3 \approx -4.02$ have opposite signs, so a second solution lies between 2 and 6, and since $\Phi_L$ is odd a third lies between $-6$ and $-2$.

With existence and injectivity available, the chosen preimage is the true inverse:

$$\Phi_L(u(V)) = V \text{ for all } V, \qquad u(\Phi_L(w)) = w \text{ for all } w.$$

The first identity uses the existence half of the previous theorem through `Function.invFun_eq`, and the second uses injectivity through `Function.leftInverse_invFun`.

```lean
/-- For `L ≥ 0`, `u(V)` solves `u + L σ(u) = V`, and it returns `u` when `V = u + L σ(u)`. -/
theorem diffusePotential_spec {L : ℝ} (hL : 0 ≤ L) :
    (∀ V, totalPotential L (diffusePotential L V) = V) ∧
      ∀ u, diffusePotential L (totalPotential L u) = u :=
  ⟨fun V => Function.invFun_eq (existsUnique_diffusePotential hL V).exists,
    fun u => Function.leftInverse_invFun (totalPotential_strictMono hL).injective u⟩
```

## How the diffuse potential follows the electrode potential

If $a \le b$ are two electrode potentials, then $\Phi_L(u(a)) = a \le b = \Phi_L(u(b))$. A strictly increasing function reflects order, so $u(a) \le u(b)$. The proof applies `le_iff_le` of the strictly monotone $\Phi_L$ and rewrites both sides with the first identity above.

```lean
/-- For `L ≥ 0` the diffuse potential is a monotone function of the electrode potential. -/
theorem diffusePotential_monotone {L : ℝ} (hL : 0 ≤ L) : Monotone (diffusePotential L) := by
  intro a b hab
  apply (totalPotential_strictMono hL).le_iff_le.mp
  rw [(diffusePotential_spec hL).1, (diffusePotential_spec hL).1]
  exact hab
```

Differentiating $\Phi_L(u(V)) = V$ with respect to $V$ gives $\Phi_L'(u)\,du/dV = 1$, where $\Phi_L'(u) = 1 + L\,c(u)$. Hence

$$\frac{du}{dV} = \frac{1}{1 + L\cosh(u(V)/2)}.$$

This calculation presumes that $u(V)$ is differentiable. The rule `HasDerivAt.of_local_left_inverse` supplies that from four inputs. The first is continuity of $u(V)$: a monotone function on the real line can only be discontinuous by jumping over an interval of values, and $u(V)$ takes every real value $w$, at $V = \Phi_L(w)$. This is `hcont`. The second is the derivative `hf` of $\Phi_L$. The third is that it does not vanish, `hne`, because $1 + Lc \ge 1$. The fourth is $\Phi_L(u(V')) = V'$ for $V'$ near $V$, which holds for all $V'$.

```lean
/-- For `L ≥ 0` the diffuse potential has derivative `du/dV = 1 / (1 + L cosh(u/2))`. -/
theorem hasDerivAt_diffusePotential {L : ℝ} (hL : 0 ≤ L) (V : ℝ) :
    HasDerivAt (diffusePotential L)
      (1 + L * diffuseCapacitance (diffusePotential L V))⁻¹ V := by
  -- monotone and onto, hence continuous
  have hcont : Continuous (diffusePotential L) :=
    (diffusePotential_monotone hL).continuous_of_surjective
      (fun u => ⟨totalPotential L u, (diffusePotential_spec hL).2 u⟩)
  have hf : ∀ u, HasDerivAt (totalPotential L) (1 + L * diffuseCapacitance u) u := fun u =>
    (hasDerivAt_id' u).fun_add ((hasDerivAt_diffuseCharge u).const_mul L)
  have hpos : 0 < diffuseCapacitance (diffusePotential L V) := Real.cosh_pos _
  have hne : 1 + L * diffuseCapacitance (diffusePotential L V) ≠ 0 := by
    have h := mul_nonneg hL hpos.le
    exact ne_of_gt (by linarith)
  -- inverse-function rule
  exact HasDerivAt.of_local_left_inverse hcont.continuousAt (hf _) hne
    (Eventually.of_forall (diffusePotential_spec hL).1)
```

## The series formula and its bounds

Write $c = \cosh(u(V)/2)$. The chain rule gives

$$\frac{d\sigma}{dV} = \frac{d\sigma}{du}\,\frac{du}{dV} = \frac{c}{1 + Lc} = \frac{1}{(1 + Lc)/c} = \frac{1}{L + 1/c}.$$

Since $c \ge 1$, we have $0 < 1/c \le 1$, so $L < L + 1/c \le L + 1$. For $L > 0$ all three numbers are positive, and taking reciprocals reverses the inequalities:

$$\frac{1}{1+L} \le \frac{1}{L + 1/c} < \frac1L.$$

In words, `gcs_capacitance` says that for $L > 0$ and every real $V$ the electrode charge is differentiable at $V$ with derivative `gcsCapacitance L V`, and that this number is at least $1/(1+L)$ and strictly less than the Stern capacitance $1/L$. In the proof, `hc1`, `hi0` and `hi1` are the inequalities for $c$ and $1/c$, `key` is the algebraic rewriting of $c/(1+Lc)$, the first bullet composes the two derivatives, and the last two take reciprocals.

```lean
/-- Gouy-Chapman-Stern capacitance: for `L > 0` the charge `σ(u(V))` has derivative
`1 / (L + 1 / cosh(u(V)/2))` in `V`, and this value lies in `[1/(1+L), 1/L)`. -/
theorem gcs_capacitance {L : ℝ} (hL : 0 < L) (V : ℝ) :
    HasDerivAt (electrodeCharge L) (gcsCapacitance L V) V ∧
      1 / (1 + L) ≤ gcsCapacitance L V ∧ gcsCapacitance L V < 1 / L := by
  have hc1 : 1 ≤ diffuseCapacitance (diffusePotential L V) := Real.one_le_cosh _
  have hc0 : 0 < diffuseCapacitance (diffusePotential L V) := by linarith
  have hi0 : 0 < 1 / diffuseCapacitance (diffusePotential L V) := one_div_pos.2 hc0
  have hi1 : 1 / diffuseCapacitance (diffusePotential L V) ≤ 1 := (div_le_one hc0).2 hc1
  -- the chain-rule value written as two capacitors in series
  have key : ∀ c : ℝ, c ≠ 0 → c * (1 + L * c)⁻¹ = 1 / (L + 1 / c) := by
    intro c hc
    have h : L + 1 / c = (1 + L * c) / c := by
      rw [eq_div_iff hc, add_mul, one_div_mul_cancel hc, add_comm]
    rw [h, one_div_div, div_eq_mul_inv]
  refine ⟨?_, ?_, ?_⟩
  · have h := (hasDerivAt_diffuseCharge (diffusePotential L V)).comp V
      (hasDerivAt_diffusePotential hL.le V)
    exact h.congr_deriv (key _ hc0.ne')
  · unfold gcsCapacitance
    exact one_div_le_one_div_of_le (by linarith) (by linarith)
  · unfold gcsCapacitance
    exact one_div_lt_one_div_of_lt hL (by linarith)
```

As an instance, take $L = 1$ and $u = 2\ln 2$. Then $\sinh(u/2) = (2 - \tfrac12)/2 = \tfrac34$ and $\cosh(u/2) = (2 + \tfrac12)/2 = \tfrac54$. The charge is $\sigma = \tfrac32$ and the electrode potential is $V = 2\ln 2 + \tfrac32 \approx 2.886$. The slope of the diffuse potential is $du/dV = 1/(1 + \tfrac54) = \tfrac49$, so $d\sigma/dV = \tfrac54\cdot\tfrac49 = \tfrac59$. The series formula gives $1/(1 + \tfrac45) = \tfrac59$ as well, and $\tfrac59 \approx 0.556$ lies in $[\tfrac12, 1)$.

The strict hypothesis $L > 0$ is what the upper bound needs. At $L = 0$ there is no Stern layer, $u(V) = V$, and $C(V) = \cosh(V/2)$ is the Gouy–Chapman capacitance, which exceeds any bound at large $|V|$. In Lean $1/0 = 0$, so at $L = 0$ the last inequality would read $\cosh(V/2) < 0$, which is false for every $V$.

## The minimum at the point of zero charge

Suppose $C(V) = 1/(1+L)$. Equal reciprocals give $L + 1/c = 1 + L$, so $1/c = 1$ and $\cosh(u/2) = 1$. Because $\cosh y > 1$ for every real $y \ne 0$, this forces $u = 0$, and then $V = \Phi_L(0) = 0$. The steps `h1` to `h7` follow this chain, with `Real.one_lt_cosh` in the argument by contradiction. Conversely, $u(0) = u(\Phi_L(0)) = 0$, so $c = 1$ and $C(0) = 1/(L+1)$. The theorem holds for $L \ge 0$; at $L = 0$ it says that $\cosh(V/2) = 1$ exactly at $V = 0$. For $L > 0$, together with the lower bound of `gcs_capacitance`, it makes $V = 0$ the only global minimum of $C$, whose value is the series combination of the Stern capacitance $1/L$ with the Debye capacitance 1.

```lean
/-- For `L ≥ 0` the capacitance equals `1/(1+L)` exactly at `V = 0`. -/
theorem gcsCapacitance_eq_min_iff {L : ℝ} (hL : 0 ≤ L) (V : ℝ) :
    gcsCapacitance L V = 1 / (1 + L) ↔ V = 0 := by
  have h0 : totalPotential L 0 = 0 := by simp [totalPotential, diffuseCharge]
  constructor
  · intro h
    unfold gcsCapacitance at h
    simp only [one_div] at h
    have h1 := inv_inj.mp h
    have h2 : (diffuseCapacitance (diffusePotential L V))⁻¹ = 1 := by linarith
    have h3 : cosh (diffusePotential L V / 2) = 1 := inv_eq_one.mp h2
    have h4 : diffusePotential L V / 2 = 0 := by
      by_contra hne
      have h5 := Real.one_lt_cosh.2 hne
      linarith
    have h6 : diffusePotential L V = 0 := by linarith
    have h7 := (diffusePotential_spec hL).1 V
    rw [h6, h0] at h7
    exact h7.symm
  · rintro rfl
    have h := (diffusePotential_spec hL).2 0
    rw [h0] at h
    simp [gcsCapacitance, diffuseCapacitance, h, add_comm]
```

## Saturation at the Stern capacitance

If $c \to \infty$ then $1/c \to 0$ and $C = 1/(L + 1/c) \to 1/L$, where $L \ne 0$ makes the reciprocal continuous at the limit. The auxiliary statement `lim` proves this along an arbitrary filter `l`, so that it can be used for both directions; `atTop` and `atBot` stand for $V \to +\infty$ and $V \to -\infty$, and `𝓝 (1 / L)` for convergence to $1/L$.

It remains to show that $c$ exceeds any real $b$ once $|V|$ is large. From $e^y \ge 1 + y$ and $e^{-y} > 0$,

$$\cosh y = \tfrac12\left(e^{y} + e^{-y}\right) > \tfrac12(1 + y),$$

and exchanging $y$ with $-y$ gives $\cosh y > \tfrac12(1 - y)$. For $V \ge \Phi_L(4b)$, monotonicity gives $u(V) \ge u(\Phi_L(4b)) = 4b$, hence

$$c > \tfrac12\left(1 + \tfrac{u}{2}\right) \ge \tfrac12(1 + 2b) > b.$$

For $V \le \Phi_L(-4b)$ the same argument gives $u(V) \le -4b$ and $c > \tfrac12(1 - u/2) > b$. In each branch `filter_upwards` fixes the threshold on $V$, `h` is the bound on $u(V)$, `e1` and `e2` are the two facts about the exponential, and `linarith` combines them after `Real.cosh_eq` has expanded the hyperbolic cosine. The theorem gives the two limits only; it states no rate of approach, and it does not say that $C$ grows monotonically with $|V|$.

```lean
/-- For `L > 0` the capacitance tends to `1/L` as `V → +∞` and as `V → -∞`. -/
theorem gcsCapacitance_tendsto {L : ℝ} (hL : 0 < L) :
    Tendsto (gcsCapacitance L) atTop (𝓝 (1 / L)) ∧
      Tendsto (gcsCapacitance L) atBot (𝓝 (1 / L)) := by
  -- a diverging diffuse capacitance drops out of the series combination
  have lim : ∀ l : Filter ℝ,
      Tendsto (fun V => diffuseCapacitance (diffusePotential L V)) l atTop →
        Tendsto (gcsCapacitance L) l (𝓝 (1 / L)) := by
    intro l h
    have h1 : Tendsto (fun V => (diffuseCapacitance (diffusePotential L V))⁻¹) l (𝓝 0) :=
      tendsto_inv_atTop_zero.comp h
    have h2 : Tendsto (fun V => (L + (diffuseCapacitance (diffusePotential L V))⁻¹)⁻¹) l
        (𝓝 (L + 0)⁻¹) :=
      (tendsto_const_nhds.add h1).inv₀ (ne_of_gt (by linarith))
    show Tendsto (fun V => 1 / (L + 1 / diffuseCapacitance (diffusePotential L V))) _ _
    simpa only [one_div, add_zero] using h2
  have hm := diffusePotential_monotone hL.le
  have hinv := (diffusePotential_spec hL.le).2
  constructor
  · refine lim _ (tendsto_atTop.2 fun b => ?_)
    filter_upwards [eventually_ge_atTop (totalPotential L (4 * b))] with V hV
    have h := hm hV
    rw [hinv] at h
    have e1 := Real.add_one_le_exp (diffusePotential L V / 2)
    have e2 := Real.exp_pos (-(diffusePotential L V / 2))
    unfold diffuseCapacitance
    rw [Real.cosh_eq]
    linarith
  · refine lim _ (tendsto_atTop.2 fun b => ?_)
    filter_upwards [eventually_le_atBot (totalPotential L (-(4 * b)))] with V hV
    have h := hm hV
    rw [hinv] at h
    have e1 := Real.add_one_le_exp (-(diffusePotential L V / 2))
    have e2 := Real.exp_pos (diffusePotential L V / 2)
    unfold diffuseCapacitance
    rw [Real.cosh_eq]
    linarith

end

end GouyChapmanStern
```

```lean
#print axioms GouyChapmanStern.gcs_capacitance
-- 'GouyChapmanStern.gcs_capacitance' depends on axioms: [propext, Classical.choice, Quot.sound]
#print axioms GouyChapmanStern.gcsCapacitance_eq_min_iff
-- 'GouyChapmanStern.gcsCapacitance_eq_min_iff' depends on axioms: [propext, Classical.choice, Quot.sound]
#print axioms GouyChapmanStern.gcsCapacitance_tendsto
-- 'GouyChapmanStern.gcsCapacitance_tendsto' depends on axioms: [propext, Classical.choice, Quot.sound]
```
